# Real levels and S-orthonormal eigenbases for Hermitian H and positive definite overlap S

## Orbitals, overlap and levels

Let $H$ and $S$ be complex $N\times N$ matrices, with $H$ Hermitian and $S$ positive definite, which includes Hermitian. Orbitals are column vectors, and $\dagger$ is the conjugate transpose. The $S$-weighted inner product, conjugate-linear in its first argument, is

$$\langle u,v\rangle_S=u^\dagger S v .$$

A level is a number $e$ with $Hv=e\,Sv$ for some $v\neq0$. Orbitals $\psi_i$, $N$ in number, are $S$-orthonormal if $\langle\psi_i,\psi_j\rangle_S=\delta_{ij}$.

In the ultrasoft pseudopotential method, $S$ accounts for the difference in norm between the all-electron orbitals and the smooth pseudo-orbitals near the nuclei. Positive definiteness means that every nonzero pseudo-orbital has positive total norm. It is assumed here, not derived from a particular pseudopotential. In a finite basis and for a fixed $H$, the results justify treating the levels as real numbers and expanding in the generalized eigenvectors.

## What is proved

`generalized_spectral_theorem` has four parts:

1. Every level is real.
2. Orbitals of distinct levels are $S$-orthogonal.
3. An $S$-orthonormal basis of generalized eigenvectors exists.
4. Every such basis, with levels $e_i$, satisfies
$$\sum_i\psi_i\psi_i^\dagger=S^{-1},\qquad \sum_i e_i\,S\psi_i\psi_i^\dagger S=H .$$

In Lean, `n` is the finite index type of the basis functions, with $N$ elements. `sInner S u v` is $\langle u,v\rangle_S$, `IsLevel H S e v` is the eigenvalue equation together with $v\ne0$, and `ketBra v` is $vv^\dagger$. Levels have type `ℂ`, so their reality is a conclusion. In `SOrthonormal` the orbitals are indexed by `n` itself, which makes them as many as the dimension. Some docstrings leave hypotheses unsaid: `distinct_levels_orthogonal` and `exists_eigenbasis` assume $H$ Hermitian and $S$ positive definite, and `level_difference_mul_overlap` assumes both matrices Hermitian.

The construction of $S$ from projectors, the dependence of $H$ on the density and infinite-dimensional spaces are not treated.

## Reality and orthogonality

Let $u$ and $v$ be nonzero, with $Hu=a\,Su$ and $Hv=b\,Sv$. Evaluate $u^\dagger Hv$ in two ways:

$$u^\dagger Hv=b\,u^\dagger Sv,\qquad u^\dagger Hv=(Hu)^\dagger v=\bar a\,(Su)^\dagger v=\bar a\,u^\dagger Sv .$$

Hence $(\bar a-b)\langle u,v\rangle_S=0$. For $u=v$ and $a=b$, positivity gives $\langle v,v\rangle_S>0$, so $\bar a=a$. For $a\neq b$, reality turns the first factor into $a-b\ne0$, so $\langle u,v\rangle_S=0$.

Positivity matters: for $S=\mathrm{diag}(1,-1)$ and $H=\begin{pmatrix}0&1\\1&0\end{pmatrix}$, the vector $v=(1,i)^T$ has $Hv=(i,1)^T=i\,Sv$, so the level is $i$.

## Constructing the basis

Diagonalise $SU=U\,\mathrm{diag}(s_i)$ with $U$ unitary and $s_i>0$. Put $T=U\,\mathrm{diag}(s_i^{-1/2})$. Then

$$T^\dagger ST=\mathrm{diag}(s_i^{-1/2}\,s_i\,s_i^{-1/2})=1 .$$

The matrix $T^\dagger HT$ is Hermitian, so $T^\dagger HT\,V=VE$ with $V$ unitary and $E=\mathrm{diag}(e_i)$. For $C=TV$,

$$C^\dagger SC=V^\dagger V=1,\qquad C^\dagger HC=V^\dagger VE=E .$$

A one-sided inverse of a square matrix is two-sided, so the first equation also gives $SCC^\dagger=1$. Therefore $HC=SCC^\dagger HC=SCE$. Column by column, this reads $H\psi_i=e_iS\psi_i$. Each $\psi_i$ has unit $S$-norm and is nonzero.

## Completeness and the spectral form

Take any $S$-orthonormal eigenbasis as the columns of $C$. From $(C^\dagger S)C=1$ follows $CC^\dagger S=1$. Since $CC^\dagger=\sum_i\psi_i\psi_i^\dagger$, this sum is $S^{-1}$. The eigenvalue equation then gives

$$\sum_i e_iS\psi_i\psi_i^\dagger S=H\Big(\sum_i\psi_i\psi_i^\dagger\Big)S=H .$$

No level is missing from the list $e_i$. If a level $a$ with orbital $v$ differed from all of them, then $C^\dagger Sv=0$, and $v=CC^\dagger Sv=0$, a contradiction.

## The Lean file

```lean
import Mathlib

open Matrix
open scoped ComplexOrder

namespace UltrasoftOverlap

noncomputable section

variable {n : Type*} [Fintype n]

/-- The inner product of two orbitals weighted by the overlap operator `S`. -/
def sInner (S : Matrix n n ℂ) (u v : n → ℂ) : ℂ := star u ⬝ᵥ (S *ᵥ v)

/-- The nonzero orbital `v` solves the generalized eigenvalue equation `H v = e S v`. -/
def IsLevel (H S : Matrix n n ℂ) (e : ℂ) (v : n → ℂ) : Prop :=
  v ≠ 0 ∧ H *ᵥ v = e • (S *ᵥ v)

/-- A family of orbitals, as many as the dimension, is orthonormal in the `S`-weighted
inner product. -/
def SOrthonormal [DecidableEq n] (S : Matrix n n ℂ) (ψ : n → n → ℂ) : Prop :=
  ∀ i j, sInner S (ψ i) (ψ j) = if i = j then 1 else 0

/-- The outer product of an orbital with its own conjugate. -/
def ketBra (v : n → ℂ) : Matrix n n ℂ := vecMulVec v (star v)

/-- The matrix whose columns are the orbitals. -/
def orbitalMatrix (ψ : n → n → ℂ) : Matrix n n ℂ := Matrix.of fun x i => ψ i x

/-- A Hermitian matrix may be moved from one side of the ordinary, unweighted inner product to the
other. -/
theorem hermitian_move {A : Matrix n n ℂ} (hA : A.IsHermitian) (u v : n → ℂ) :
    star (A *ᵥ u) ⬝ᵥ v = star u ⬝ᵥ (A *ᵥ v) := by
  rw [Matrix.star_mulVec, hA.eq, Matrix.dotProduct_mulVec]

/-- For two solutions with levels `a` and `b`, the difference of `conj a` and `b` times
their `S`-overlap vanishes. -/
theorem level_difference_mul_overlap {H S : Matrix n n ℂ} (hH : H.IsHermitian)
    (hS : S.IsHermitian) {a b : ℂ} {u v : n → ℂ}
    (hu : IsLevel H S a u) (hv : IsLevel H S b v) :
    (star a - b) * sInner S u v = 0 := by
  have h1 : sInner H u v = b * sInner S u v := by
    unfold sInner
    rw [hv.2, dotProduct_smul, smul_eq_mul]
  have h2 : sInner H u v = star a * sInner S u v := by
    unfold sInner
    rw [← hermitian_move hH, hu.2, star_smul, smul_dotProduct, hermitian_move hS, smul_eq_mul]
  linear_combination h1 - h2

/-- Every generalized eigenvalue of a Hermitian `H` with positive definite overlap is real. -/
theorem level_real {H S : Matrix n n ℂ} (hH : H.IsHermitian) (hS : S.PosDef)
    {e : ℂ} {v : n → ℂ} (hv : IsLevel H S e v) : e.im = 0 := by
  have hpos : sInner S v v ≠ 0 := ne_of_gt (hS.dotProduct_mulVec_pos hv.1)
  have h := (mul_eq_zero.mp (level_difference_mul_overlap hH hS.1 hv hv)).resolve_right hpos
  exact Complex.conj_eq_iff_im.mp (sub_eq_zero.mp h)

/-- Orbitals belonging to distinct levels are orthogonal in the `S`-weighted inner product. -/
theorem distinct_levels_orthogonal {H S : Matrix n n ℂ} (hH : H.IsHermitian) (hS : S.PosDef)
    {a b : ℂ} {u v : n → ℂ} (hu : IsLevel H S a u) (hv : IsLevel H S b v) (hab : a ≠ b) :
    sInner S u v = 0 := by
  have ha : star a = a := Complex.conj_eq_iff_im.mpr (level_real hH hS hu)
  have h := level_difference_mul_overlap hH hS.1 hu hv
  rw [ha] at h
  exact (mul_eq_zero.mp h).resolve_left (sub_ne_zero.mpr hab)

private theorem mul_ketBra (A : Matrix n n ℂ) (v : n → ℂ) :
    A * ketBra v = vecMulVec (A *ᵥ v) (star v) := by
  ext x y
  simp [ketBra, Matrix.mul_apply, vecMulVec_apply, mulVec, dotProduct, Finset.sum_mul, mul_assoc]

variable [DecidableEq n]

private theorem gram {S : Matrix n n ℂ} {ψ : n → n → ℂ} (h : SOrthonormal S ψ) :
    (orbitalMatrix ψ)ᴴ * (S * orbitalMatrix ψ) = 1 := by
  ext i j
  exact (h i j).trans Matrix.one_apply.symm

private theorem eigen_columns {A : Matrix n n ℂ} (hA : A.IsHermitian) :
    A * (hA.eigenvectorUnitary : Matrix n n ℂ) =
      (hA.eigenvectorUnitary : Matrix n n ℂ) * diagonal (fun i => (hA.eigenvalues i : ℂ)) := by
  ext x i
  have h := congrFun (hA.mulVec_eigenvectorBasis i) x
  rw [Matrix.mul_diagonal]
  simpa [Matrix.mul_apply, mulVec, dotProduct, mul_comm] using h

/-- A positive definite overlap can be transformed to the identity by a change of basis. -/
theorem exists_whitening {S : Matrix n n ℂ} (hS : S.PosDef) :
    ∃ T : Matrix n n ℂ, Tᴴ * S * T = 1 := by
  have hSU := eigen_columns hS.1
  have hU := mem_unitaryGroup_iff'.mp hS.1.eigenvectorUnitary.2
  rw [star_eq_conjTranspose] at hU
  have hd := hS.eigenvalues_pos
  generalize (hS.1.eigenvectorUnitary : Matrix n n ℂ) = U at hSU hU
  generalize hS.1.eigenvalues = d at hSU hd
  -- rescale each eigenvector of S by the inverse square root of its eigenvalue
  let D : Matrix n n ℂ := diagonal fun i => (((√(d i))⁻¹ : ℝ) : ℂ)
  refine ⟨U * D, ?_⟩
  calc (U * D)ᴴ * S * (U * D) = Dᴴ * (Uᴴ * (S * U)) * D := by
        rw [conjTranspose_mul]; simp only [Matrix.mul_assoc]
    _ = Dᴴ * diagonal (fun i => (d i : ℂ)) * D := by
        rw [hSU, ← Matrix.mul_assoc Uᴴ, hU, Matrix.one_mul]
    _ = 1 := by
        simp only [D]
        rw [diagonal_conjTranspose, diagonal_mul_diagonal, diagonal_mul_diagonal]
        refine (congrArg diagonal (funext fun i => ?_)).trans diagonal_one
        have key : ∀ s : ℝ, s ≠ 0 → s⁻¹ * (s * s) * s⁻¹ = 1 := by
          intro s hs
          field_simp
        have h := key (√(d i)) (Real.sqrt_pos.mpr (hd i)).ne'
        rw [Real.mul_self_sqrt (hd i).le] at h
        change star (((√(d i))⁻¹ : ℝ) : ℂ) * (d i : ℂ) * (((√(d i))⁻¹ : ℝ) : ℂ) = 1
        rw [Complex.star_def, Complex.conj_ofReal]
        exact_mod_cast h

/-- An `S`-orthonormal basis of generalized eigenvectors exists. -/
theorem exists_eigenbasis {H S : Matrix n n ℂ} (hH : H.IsHermitian) (hS : S.PosDef) :
    ∃ (ψ : n → n → ℂ) (e : n → ℂ), SOrthonormal S ψ ∧ ∀ i, IsLevel H S (e i) (ψ i) := by
  obtain ⟨T, hT⟩ := exists_whitening hS
  -- the transformed Hamiltonian is an ordinary Hermitian matrix
  have hK : (Tᴴ * H * T).IsHermitian := by
    change (Tᴴ * H * T)ᴴ = _
    rw [conjTranspose_mul, conjTranspose_mul, conjTranspose_conjTranspose, hH.eq,
      Matrix.mul_assoc]
  have hKV := eigen_columns hK
  have hV := mem_unitaryGroup_iff'.mp hK.eigenvectorUnitary.2
  rw [star_eq_conjTranspose] at hV
  generalize (hK.eigenvectorUnitary : Matrix n n ℂ) = V at hKV hV
  generalize hK.eigenvalues = d at hKV
  obtain ⟨C, hC⟩ : ∃ C, C = T * V := ⟨_, rfl⟩
  have hCSC : Cᴴ * (S * C) = 1 := by
    calc Cᴴ * (S * C) = Vᴴ * (Tᴴ * S * T) * V := by
          rw [hC, conjTranspose_mul]; simp only [Matrix.mul_assoc]
      _ = 1 := by rw [hT, Matrix.mul_one, hV]
  have hCHC : Cᴴ * (H * C) = diagonal (fun i => (d i : ℂ)) := by
    calc Cᴴ * (H * C) = Vᴴ * (Tᴴ * H * T * V) := by
          rw [hC, conjTranspose_mul]; simp only [Matrix.mul_assoc]
      _ = _ := by rw [hKV, ← Matrix.mul_assoc, hV, Matrix.one_mul]
  have hHC : H * C = S * C * diagonal (fun i => (d i : ℂ)) := by
    rw [← hCHC, ← Matrix.mul_assoc (S * C), mul_eq_one_comm.mp hCSC, Matrix.one_mul]
  have hψ : SOrthonormal S (fun i x => C x i) := by
    intro i j
    have h := congrFun (congrFun hCSC i) j
    rw [Matrix.one_apply] at h
    exact h
  refine ⟨fun i x => C x i, fun i => (d i : ℂ), hψ, fun i => ⟨fun h0 => ?_, ?_⟩⟩
  · -- a vector of unit S-norm cannot vanish
    have hne : ∀ w : n → ℂ, sInner S w w = 1 → w ≠ 0 := by
      intro w hw hw0
      rw [hw0] at hw
      simp [sInner] at hw
    exact hne _ ((hψ i i).trans (if_pos rfl)) h0
  · funext x
    have h := congrFun (congrFun hHC x) i
    rw [Matrix.mul_diagonal] at h
    exact h.trans (mul_comm _ _)

/-- For `S`-orthonormal orbitals, as many as the dimension, the sum of outer products
times `S` is the identity. -/
theorem completeness {S : Matrix n n ℂ} {ψ : n → n → ℂ} (h : SOrthonormal S ψ) :
    (∑ i, ketBra (ψ i)) * S = 1 := by
  have hsum : ∑ i, ketBra (ψ i) = orbitalMatrix ψ * (orbitalMatrix ψ)ᴴ := by
    ext x y
    simp [ketBra, orbitalMatrix, Matrix.sum_apply, vecMulVec_apply, Matrix.mul_apply]
  have hg := gram h
  rw [← Matrix.mul_assoc] at hg
  rw [hsum, Matrix.mul_assoc]
  exact mul_eq_one_comm.mp hg

/-- For Hermitian `H` and positive definite `S`, levels are real, orbitals of distinct levels are
`S`-orthogonal, an `S`-orthonormal eigenbasis exists, and every such basis resolves both the inverse
overlap and the Hamiltonian. -/
theorem generalized_spectral_theorem {H S : Matrix n n ℂ} (hH : H.IsHermitian)
    (hS : S.PosDef) :
    (∀ e v, IsLevel H S e v → e.im = 0) ∧
    (∀ a b u v, IsLevel H S a u → IsLevel H S b v → a ≠ b → sInner S u v = 0) ∧
    (∃ (ψ : n → n → ℂ) (e : n → ℂ), SOrthonormal S ψ ∧ ∀ i, IsLevel H S (e i) (ψ i)) ∧
    (∀ (ψ : n → n → ℂ) (e : n → ℂ), SOrthonormal S ψ → (∀ i, IsLevel H S (e i) (ψ i)) →
      ∑ i, ketBra (ψ i) = S⁻¹ ∧ ∑ i, e i • (S * ketBra (ψ i) * S) = H) := by
  refine ⟨fun e v hv => level_real hH hS hv,
    fun a b u v hu hv hab => distinct_levels_orthogonal hH hS hu hv hab,
    exists_eigenbasis hH hS, fun ψ e hψ he => ⟨?_, ?_⟩⟩
  · exact (Matrix.inv_eq_left_inv (completeness hψ)).symm
  · -- the eigenvalue equation turns each term into H ψ ψᴴ S
    have key : ∀ i, e i • (S * ketBra (ψ i) * S) = H * ketBra (ψ i) * S := by
      intro i
      have h : H * ketBra (ψ i) = e i • (S * ketBra (ψ i)) := by
        rw [mul_ketBra, mul_ketBra, (he i).2]
        ext x y
        simp [vecMulVec_apply, mul_assoc]
      rw [h, Matrix.smul_mul]
    rw [Finset.sum_congr rfl fun i _ => key i, ← Finset.sum_mul, ← Finset.mul_sum,
      Matrix.mul_assoc, completeness hψ, Matrix.mul_one]

/-- Every generalized eigenvalue occurs among the levels of any given `S`-orthonormal
eigenbasis. -/
theorem levels_exhausted {H S : Matrix n n ℂ} (hH : H.IsHermitian) (hS : S.PosDef)
    {ψ : n → n → ℂ} {e : n → ℂ} (hψ : SOrthonormal S ψ) (he : ∀ i, IsLevel H S (e i) (ψ i))
    {a : ℂ} {v : n → ℂ} (hv : IsLevel H S a v) : ∃ i, e i = a := by
  by_contra hne
  push Not at hne
  -- v would be S-orthogonal to the whole basis, hence zero
  have h0 : (orbitalMatrix ψ)ᴴ *ᵥ (S *ᵥ v) = 0 := by
    funext i
    exact distinct_levels_orthogonal hH hS (he i) hv (hne i)
  have hg := gram hψ
  rw [← Matrix.mul_assoc] at hg
  apply hv.1
  rw [← Matrix.one_mulVec v, ← mul_eq_one_comm.mp hg, ← Matrix.mulVec_mulVec,
    ← Matrix.mulVec_mulVec, h0, Matrix.mulVec_zero]

/-- With the indefinite overlap `diag(1, -1)`, a Hermitian two-level Hamiltonian has the
generalized eigenvalue `i`. -/
theorem indefinite_overlap_imaginary_level :
    IsLevel !![0, 1; 1, 0] !![1, 0; 0, -1] Complex.I ![1, Complex.I] := by
  constructor
  · intro h
    have h0 := congrFun h 0
    simp at h0
  · ext i
    fin_cases i <;> simp [mulVec, dotProduct, Fin.sum_univ_two]

end

end UltrasoftOverlap
```

```lean
#print axioms UltrasoftOverlap.level_real
-- 'UltrasoftOverlap.level_real' depends on axioms: [propext, Classical.choice, Quot.sound]
#print axioms UltrasoftOverlap.generalized_spectral_theorem
-- 'UltrasoftOverlap.generalized_spectral_theorem' depends on axioms: [propext, Classical.choice, Quot.sound]
#print axioms UltrasoftOverlap.levels_exhausted
-- 'UltrasoftOverlap.levels_exhausted' depends on axioms: [propext, Classical.choice, Quot.sound]
#print axioms UltrasoftOverlap.indefinite_overlap_imaginary_level
-- 'UltrasoftOverlap.indefinite_overlap_imaginary_level' depends on axioms: [propext, Classical.choice, Quot.sound]
```

## How the proof follows the derivation

`hermitian_move` shifts a Hermitian matrix across the ordinary inner product $u^\dagger v$, without the weight $S$. `level_difference_mul_overlap` subtracts the two evaluations of $u^\dagger Hv$, and `level_real` and `distinct_levels_orthogonal` each cancel the nonzero factor.

`eigen_columns` puts Mathlib's eigenvector basis into the form $AU=U\,\mathrm{diag}$. `exists_whitening` uses it to build $T$, and `exists_eigenbasis` uses it again for $T^\dagger HT$. There `hCSC`, `hCHC` and `hHC` are the three matrix equations for $C$.

`gram` rewrites orthonormality as $C^\dagger SC=1$, and `completeness` reverses the product with `mul_eq_one_comm`. In the main theorem, `key` replaces each $e_iS\psi_i\psi_i^\dagger S$ by $H\psi_i\psi_i^\dagger S$ before the sum is collapsed. `levels_exhausted` is the contradiction argument above, and `indefinite_overlap_imaginary_level` checks the two-level example by components.
